# The cosine cutoff has a continuous slope but no second derivative at the cutoff radius

In molecular dynamics, short-ranged interactions are often restricted to neighbours within some cutoff radius rc. Neighbours can cross that radius during a run. If the interaction is simply switched off there, the energy in general jumps at each crossing. One remedy is to multiply the interaction by a function that goes continuously to zero at rc. A common choice, also in the descriptors of machine-learned potentials, is half a period of a cosine, shifted and scaled so that it falls from 1 at zero distance to 0 at rc. The first derivative of this function enters the forces, and the second enters the Hessian, from which harmonic vibrational frequencies are computed. The problems below ask how many derivatives survive at rc.

Throughout, rc > 0 is a fixed length and r is the distance between two atoms, treated as a real variable.

```lean
import Mathlib

open Real Filter Topology

namespace CosineCutoff

noncomputable section
```

The cutoff function, `cosCutoff rc r` in Lean, is

fc(r) = (cos(π r/rc) + 1)/2 for r ≤ rc,
fc(r) = 0 for r > rc.

The angle is in radians. The first line also applies to negative r, which has no physical meaning as a distance but lets the function live on the whole real line.

```lean
/-- The cosine cutoff function with cutoff radius `rc`: half of `cos (π r / rc) + 1` up to `rc`,
and zero beyond. -/
def cosCutoff (rc r : ℝ) : ℝ :=
  if r ≤ rc then (Real.cos (π * r / rc) + 1) / 2 else 0
```

A second piecewise function, `cutoffSlope rc r`, will be written q(r):

q(r) = −(π/(2 rc)) sin(π r/rc) for r ≤ rc,
q(r) = 0 for r > rc.

It is defined independently of fc, and its relation to fc has to be proved.

```lean
/-- The piecewise slope: `-(π / (2 rc)) sin (π r / rc)` up to `rc`, and zero beyond. -/
def cutoffSlope (rc r : ℝ) : ℝ :=
  if r ≤ rc then -(π / (2 * rc)) * Real.sin (π * r / rc) else 0
```

## (a) Differentiating the cosine branch twice

Ignore the truncation for the moment. Show that, for every r,

d/dr [(cos(π r/rc) + 1)/2] = −(π/(2 rc)) sin(π r/rc),
d/dr [−(π/(2 rc)) sin(π r/rc)] = −(π²/(2 rc²)) cos(π r/rc).

**Solution.** The inner function π r/rc has derivative π/rc. By the chain rule, the first derivative is

(1/2) · (−sin(π r/rc)) · (π/rc) = −(π/(2 rc)) sin(π r/rc).

Differentiating once more gives

−(π/(2 rc)) · cos(π r/rc) · (π/rc) = −(π²/(2 rc²)) cos(π r/rc).

In Lean, `HasDerivAt f f' r` says that f has derivative f' at the point r. The theorem joins the two derivatives with `∧`. The step `h` is the derivative of the inner function; the chain rule for cosine and sine is applied to it, and `ring` brings the constants into the stated form.

```lean
/-- The first and second derivatives of the cosine branch, without truncation. -/
theorem hasDerivAt_branch (rc r : ℝ) :
    HasDerivAt (fun x : ℝ => (Real.cos (π * x / rc) + 1) / 2)
      (-(π / (2 * rc)) * Real.sin (π * r / rc)) r ∧
    HasDerivAt (fun x : ℝ => -(π / (2 * rc)) * Real.sin (π * x / rc))
      (-(π ^ 2 / (2 * rc ^ 2)) * Real.cos (π * r / rc)) r := by
  have h : HasDerivAt (fun x : ℝ => π * x / rc) (π * 1 / rc) r :=
    ((hasDerivAt_id' r).const_mul π).div_const rc
  exact ⟨((h.cos.add_const 1).div_const 2).congr_deriv (by ring),
    (h.sin.const_mul (-(π / (2 * rc)))).congr_deriv (by ring)⟩
```

## (b) Values from the cutoff radius outwards

Show that for all r ≥ rc

fc(r) = 0 and q(r) = 0.

**Solution.** For r > rc both values are zero by definition. At r = rc the cosine branch still applies, and the angle is π rc/rc = π. Hence

fc(rc) = (cos π + 1)/2 = (−1 + 1)/2 = 0,
q(rc) = −(π/(2 rc)) sin π = 0.

The Lean proof splits `rc ≤ r` into the same two cases. The equation `e` evaluates the angle at the cutoff radius.

```lean
/-- The cutoff function and its slope both vanish at the cutoff radius and beyond. -/
theorem cutoff_vanishes {rc r : ℝ} (hrc : 0 < rc) (h : rc ≤ r) :
    cosCutoff rc r = 0 ∧ cutoffSlope rc r = 0 := by
  rcases h.eq_or_lt with h | h
  · have e : π * rc / rc = π := mul_div_cancel_right₀ π hrc.ne'
    rw [← h]
    constructor <;> simp [cosCutoff, cutoffSlope, e]
  · simp [cosCutoff, cutoffSlope, not_le.mpr h]
```

## (c) The derivative of the cutoff function everywhere

Show that for every real r

fc'(r) = q(r).

**Solution.** There are three cases.

If r < rc, all points close enough to r also lie below rc. There fc is the cosine branch, and part (a) gives its derivative, which is q(r).

If r > rc, then fc is zero in a neighbourhood of r, so its derivative is 0 = q(r).

If r = rc, the two sides are treated separately. From the left, fc is the cosine branch, whose derivative at rc is −(π/(2 rc)) sin π = 0. From the right, fc is identically zero by part (b), so the right derivative is 0. The two agree with each other and with q(rc) = 0, so the ordinary derivative exists and has this value.

One-sided derivatives appear in Lean as `HasDerivWithinAt`, which admits only points of a given set into the difference quotient: `Set.Iic rc` contains the points r ≤ rc, and `Set.Ici rc` the points r ≥ rc. In the middle case, `hl` and `hr` are the left and right derivatives. Their union covers the real line, which turns them into an ordinary derivative. In the outer cases, `congr_of_eventuallyEq` expresses that a derivative depends only on the function near the point.

```lean
/-- The cutoff function is differentiable at every real `r`, with the piecewise slope as its
derivative. -/
theorem hasDerivAt_cosCutoff {rc : ℝ} (hrc : 0 < rc) (r : ℝ) :
    HasDerivAt (cosCutoff rc) (cutoffSlope rc r) r := by
  rcases lt_trichotomy r rc with h | h | h
  · have e : cutoffSlope rc r = -(π / (2 * rc)) * Real.sin (π * r / rc) := if_pos h.le
    rw [e]
    refine (hasDerivAt_branch rc r).1.congr_of_eventuallyEq ?_
    filter_upwards [Iio_mem_nhds h] with x hx
    exact if_pos (le_of_lt hx)
  · -- at the cutoff radius the two one-sided derivatives agree
    rw [h]
    have e : cutoffSlope rc rc = -(π / (2 * rc)) * Real.sin (π * rc / rc) := if_pos le_rfl
    have hl : HasDerivWithinAt (cosCutoff rc) (cutoffSlope rc rc) (Set.Iic rc) rc := by
      rw [e]
      exact (hasDerivAt_branch rc rc).1.hasDerivWithinAt.congr
        (fun x hx => if_pos hx) (if_pos le_rfl)
    have hr : HasDerivWithinAt (cosCutoff rc) (cutoffSlope rc rc) (Set.Ici rc) rc := by
      rw [(cutoff_vanishes hrc le_rfl).2]
      exact (hasDerivWithinAt_const rc (Set.Ici rc) (0 : ℝ)).congr
        (fun x hx => (cutoff_vanishes hrc hx).1) (cutoff_vanishes hrc le_rfl).1
    have hu := hl.union hr
    rwa [Set.Iic_union_Ici, hasDerivWithinAt_univ] at hu
  · rw [(cutoff_vanishes hrc h.le).2]
    refine (hasDerivAt_const r (0 : ℝ)).congr_of_eventuallyEq ?_
    filter_upwards [Ioi_mem_nhds h] with x hx
    exact (cutoff_vanishes hrc (le_of_lt hx)).1
```

## (d) Continuity of the slope

Show that fc is continuously differentiable on ℝ, that is, fc' exists everywhere and

lim_{r→a} fc'(r) = fc'(a) for every real a.

**Solution.** By part (c), fc' = q. Each branch of q is continuous, so only a = rc needs attention. From the left, q(r) tends to −(π/(2 rc)) sin π = 0. From the right it is zero throughout. Both limits equal q(rc) = 0.

The Lean statement is `ContDiff ℝ 1 (cosCutoff rc)`. It is reduced to differentiability together with continuity of `deriv (cosCutoff rc)`. The lemma `Continuous.if_le` then asks for exactly the check made above: the two branches must agree where r = rc.

```lean
/-- The cosine cutoff function is continuously differentiable on the whole real line. -/
theorem contDiff_one_cosCutoff {rc : ℝ} (hrc : 0 < rc) : ContDiff ℝ 1 (cosCutoff rc) := by
  have hd : deriv (cosCutoff rc) = cutoffSlope rc :=
    funext fun r => (hasDerivAt_cosCutoff hrc r).deriv
  have hc : Continuous (fun r => cutoffSlope rc r) := by
    unfold cutoffSlope
    refine Continuous.if_le (by fun_prop) continuous_const continuous_id continuous_const ?_
    intro x hx
    have hx' : x = rc := hx
    rw [hx', mul_div_cancel_right₀ π hrc.ne', Real.sin_pi, mul_zero]
  rw [contDiff_one_iff_deriv, hd]
  exact ⟨fun r => (hasDerivAt_cosCutoff hrc r).differentiableAt, hc⟩
```

## (e) The kink in the slope

Show that the slope function has the one-sided derivatives

lim_{r→rc, r<rc} (q(r) − q(rc))/(r − rc) = π²/(2 rc²),
lim_{r→rc, r>rc} (q(r) − q(rc))/(r − rc) = 0.

**Solution.** On the left, q is the sine branch, and the second formula of part (a) at r = rc gives

−(π²/(2 rc²)) cos π = π²/(2 rc²).

On the right, q vanishes from rc onwards by part (b), so every difference quotient is zero.

The Lean proof follows these two lines. The equation `e` inserts cos π = −1, and `congr` replaces the piecewise function by the branch that is valid on each side.

```lean
/-- At the cutoff radius the slope of the cutoff function has left derivative `π² / (2 rc²)` and
right derivative zero. -/
theorem slope_oneSided {rc : ℝ} (hrc : 0 < rc) :
    HasDerivWithinAt (cutoffSlope rc) (π ^ 2 / (2 * rc ^ 2)) (Set.Iic rc) rc ∧
    HasDerivWithinAt (cutoffSlope rc) 0 (Set.Ici rc) rc := by
  constructor
  · have h := (hasDerivAt_branch rc rc).2
    have e : -(π ^ 2 / (2 * rc ^ 2)) * Real.cos (π * rc / rc) = π ^ 2 / (2 * rc ^ 2) := by
      rw [mul_div_cancel_right₀ π hrc.ne', Real.cos_pi]
      ring
    rw [e] at h
    exact h.hasDerivWithinAt.congr (fun x hx => if_pos hx) (if_pos le_rfl)
  · exact (hasDerivWithinAt_const rc (Set.Ici rc) (0 : ℝ)).congr
      (fun x hx => (cutoff_vanishes hrc hx).2) (cutoff_vanishes hrc le_rfl).2
```

## (f) A pair potential multiplied by the cutoff

Let V be a pair potential that is differentiable in a neighbourhood of rc and whose derivative V' is differentiable at rc. Put g(r) = V(r) fc(r). Show that at rc

left derivative of g' = V(rc) π²/(2 rc²),
right derivative of g' = 0.

**Solution.** Near rc the product rule and part (c) give

g'(r) = V'(r) fc(r) + V(r) q(r).

Let m be the derivative of q at rc from one chosen side. Differentiating g' from that side gives

V''(rc) fc(rc) + V'(rc) q(rc) + V'(rc) q(rc) + V(rc) m.

By part (b), fc(rc) = q(rc) = 0, so only V(rc) m remains. Part (e) supplies m = π²/(2 rc²) on the left and m = 0 on the right.

The hypothesis `hV` uses `∀ᶠ r in 𝓝 rc`, meaning "for all r sufficiently close to rc", and `hV'` requires V' to be differentiable at rc itself. Nothing is required of V elsewhere, so a potential that diverges at the origin, such as Lennard-Jones, is admitted. In the proof, `heq` is the product rule near rc, and `key` carries out the second differentiation for an arbitrary set and slope `m`, so that one calculation serves both sides.

```lean
/-- For a pair potential `V` twice differentiable at `rc`, let `g` be the product of `V` and the
cutoff function. At `rc` the derivative of `g` has left derivative `V(rc) π² / (2 rc²)` and right
derivative zero. -/
theorem truncated_potential_oneSided {rc : ℝ} (hrc : 0 < rc) {V : ℝ → ℝ}
    (hV : ∀ᶠ r in 𝓝 rc, DifferentiableAt ℝ V r) (hV' : DifferentiableAt ℝ (deriv V) rc) :
    HasDerivWithinAt (deriv fun r => V r * cosCutoff rc r)
      (V rc * (π ^ 2 / (2 * rc ^ 2))) (Set.Iic rc) rc ∧
    HasDerivWithinAt (deriv fun r => V r * cosCutoff rc r) 0 (Set.Ici rc) rc := by
  -- the product rule holds in a neighbourhood of the cutoff radius
  have heq : (deriv fun r => V r * cosCutoff rc r) =ᶠ[𝓝 rc]
      fun r => deriv V r * cosCutoff rc r + V r * cutoffSlope rc r := by
    filter_upwards [hV] with r hr
    exact (hr.hasDerivAt.fun_mul (hasDerivAt_cosCutoff hrc r)).deriv
  obtain ⟨e1, e2⟩ := cutoff_vanishes hrc (le_refl rc)
  -- only the term with the second derivative of the cutoff survives
  have key : ∀ (s : Set ℝ) (m : ℝ), HasDerivWithinAt (cutoffSlope rc) m s rc →
      HasDerivWithinAt (deriv fun r => V r * cosCutoff rc r) (V rc * m) s rc := by
    intro s m hm
    have h1 := (hV'.hasDerivAt.hasDerivWithinAt (s := s)).mul
      ((hasDerivAt_cosCutoff hrc rc).hasDerivWithinAt (s := s))
    have h2 := (hV.self_of_nhds.hasDerivAt.hasDerivWithinAt (s := s)).mul hm
    have h : HasDerivWithinAt
        (fun r => deriv V r * cosCutoff rc r + V r * cutoffSlope rc r) (V rc * m) s rc := by
      refine HasDerivWithinAt.congr_deriv (h1.add h2) ?_
      rw [e1, e2]
      ring
    exact h.congr_of_eventuallyEq (heq.filter_mono nhdsWithin_le_nhds) heq.self_of_nhds
  refine ⟨key _ _ (slope_oneSided hrc).1, ?_⟩
  have h := key _ _ (slope_oneSided hrc).2
  rwa [mul_zero] at h
```

## (g) When the truncated potential has a second derivative

With V and g as in part (f), show that

g''(rc) exists ⇔ V(rc) = 0.

**Solution.** If g''(rc) exists, it must equal both one-sided derivatives of g', so

V(rc) π²/(2 rc²) = 0.

The factor π²/(2 rc²) is positive, hence V(rc) = 0. Conversely, if V(rc) = 0, both one-sided derivatives are zero. They agree, and g''(rc) exists with value 0.

For a single pair distance and a potential V of this kind, the force is therefore continuous when a neighbour crosses rc, but the left and right derivatives of g' at rc differ unless V(rc) = 0. If V(rc) ≠ 0, the radial force constant g'', which enters Hessians and phonon calculations, is undefined at rc.

In Lean, the existence of g''(rc) is written as differentiability of `deriv fun r => V r * cosCutoff rc r` at `rc`. The facts `a` and `b` identify the supposed second derivative with the left and right slopes, using the uniqueness of one-sided derivatives. The converse joins the two half-lines as in part (c).

```lean
/-- A pair potential `V` times the cosine cutoff is twice differentiable at the cutoff radius
exactly when `V` vanishes there. -/
theorem truncated_potential_twice_differentiable_iff {rc : ℝ} (hrc : 0 < rc) {V : ℝ → ℝ}
    (hV : ∀ᶠ r in 𝓝 rc, DifferentiableAt ℝ V r) (hV' : DifferentiableAt ℝ (deriv V) rc) :
    DifferentiableAt ℝ (deriv fun r => V r * cosCutoff rc r) rc ↔ V rc = 0 := by
  obtain ⟨hl, hr⟩ := truncated_potential_oneSided hrc hV hV'
  constructor
  · intro hd
    -- a two-sided derivative would have to equal both one-sided slopes
    have a := (uniqueDiffWithinAt_Iic rc).eq_deriv _ hd.hasDerivAt.hasDerivWithinAt hl
    have b := (uniqueDiffWithinAt_Ici rc).eq_deriv _ hd.hasDerivAt.hasDerivWithinAt hr
    have hpos : π ^ 2 / (2 * rc ^ 2) ≠ 0 := by positivity
    exact (mul_eq_zero.mp (a.symm.trans b)).resolve_right hpos
  · intro h0
    rw [h0, zero_mul] at hl
    have hu := hl.union hr
    rw [Set.Iic_union_Ici, hasDerivWithinAt_univ] at hu
    exact hu.differentiableAt
```

## (h) The bare cutoff function

Conclude that fc is continuously differentiable on ℝ, and that at rc

left derivative of fc' = π²/(2 rc²),
right derivative of fc' = 0,
fc''(rc) does not exist.

**Solution.** Continuous differentiability is part (d). Since fc' = q by part (c), the one-sided derivatives are those of part (e). For the last claim, take the constant potential V = 1 in part (g). Then g = fc, and V(rc) = 1 is not zero, so fc has no second derivative at rc.

The Lean theorem states the four claims for Mathlib's own derivative `deriv (cosCutoff rc)`; the equation `hd` identifies it with `cutoffSlope rc`. The only hypothesis is `0 < rc`. The result concerns a function of one real variable. The energy of many atoms, where distances depend on Cartesian coordinates and several cutoff factors may be multiplied, is not treated.

```lean
/-- The cosine cutoff is continuously differentiable, its derivative has one-sided slopes
`π² / (2 rc²)` and zero at `rc`, and it is not twice differentiable there. -/
theorem cosCutoff_regularity {rc : ℝ} (hrc : 0 < rc) :
    ContDiff ℝ 1 (cosCutoff rc) ∧
    HasDerivWithinAt (deriv (cosCutoff rc)) (π ^ 2 / (2 * rc ^ 2)) (Set.Iic rc) rc ∧
    HasDerivWithinAt (deriv (cosCutoff rc)) 0 (Set.Ici rc) rc ∧
    ¬ DifferentiableAt ℝ (deriv (cosCutoff rc)) rc := by
  have hd : deriv (cosCutoff rc) = cutoffSlope rc :=
    funext fun r => (hasDerivAt_cosCutoff hrc r).deriv
  refine ⟨contDiff_one_cosCutoff hrc, ?_, ?_, ?_⟩
  · rw [hd]
    exact (slope_oneSided hrc).1
  · rw [hd]
    exact (slope_oneSided hrc).2
  · -- the constant potential `V = 1` does not vanish at the cutoff radius
    intro h
    have h1 := (truncated_potential_twice_differentiable_iff hrc (V := fun _ => (1 : ℝ))
      (by simp) (by simp)).mp (by simpa only [one_mul] using h)
    exact one_ne_zero h1

end

end CosineCutoff
```

```lean
#print axioms CosineCutoff.hasDerivAt_cosCutoff
-- 'CosineCutoff.hasDerivAt_cosCutoff' depends on axioms: [propext, Classical.choice, Quot.sound]
#print axioms CosineCutoff.cosCutoff_regularity
-- 'CosineCutoff.cosCutoff_regularity' depends on axioms: [propext, Classical.choice, Quot.sound]
```
